# For real k ≠ 0, the Gamma-function transmission amplitude of the sech² well has modulus one exactly at integer l

One way to check a one-dimensional scattering code is to run it on the potential

V(x) = −l(l+1) sech² x,

in units where the Schrödinger equation reads −ψ″ + Vψ = k²ψ. Start at large positive x = L with ψ = exp(ikx), k > 0, integrate back to x = −L, and split the result there into A exp(ikx) + B exp(−ikx):

A = ½ (ψ + ψ′/(ik)) exp(−ikx),  B = ½ (ψ − ψ′/(ik)) exp(ikx).

The computed transmission probability is 1/|A|². For l = 1, B should vanish up to step and cutoff errors. For l = 1/2 the value to compare with is tanh²(πk). Both targets come from the squared modulus of

t(l,k) = Γ(1+l−ik) Γ(−l−ik) / (Γ(1−ik) Γ(−ik)),

which for real l and real k ≠ 0 is

|t(l,k)|² = sinh²(πk) / (sinh²(πk) + sin²(πl)).

That t is the transmission amplitude is taken as the starting formula for general l; for l = 0, 1, 2, … it is tied below to solutions of the wave equation. The setting is a single non-interacting particle in one dimension.

## The modulus from the reflection formula

Since Γ(z̄) is the complex conjugate of Γ(z), |Γ(−l−ik)| = |Γ(−l+ik)|. Put z = −l+ik, so that 1−z = 1+l−ik. The reflection formula Γ(z)Γ(1−z) = π/sin(πz) gives

|Γ(1+l−ik) Γ(−l−ik)|² = π² / |sin(−πl+iπk)|².

For real a and b, sin(a+ib) = sin a cosh b + i cos a sinh b, hence

|sin(a+ib)|² = sin²a (1 + sinh²b) + cos²a sinh²b = sin²a + sinh²b.

The numerator of t therefore has squared modulus π²/(sinh²(πk) + sin²(πl)). The denominator is the same product at l = 0, with squared modulus π²/sinh²(πk). Dividing gives the formula. It equals one exactly when sin(πl) = 0, that is, when l is an integer.

## Climbing from the free plane wave

Write m = l+1 and T = tanh x, so T′ = 1−T² = sech² x. Let ψ solve the equation for l, and set

φ = (ψ′ − mTψ)/(ik+m).

Using ψ″ = −[k² + lm(1−T²)]ψ and lm + m = m²,

(ik+m)φ′ = −mTψ′ − [k² + m²(1−T²)]ψ.

Differentiating again and collecting terms,

(ik+m)φ″ = −[k² + m(m+1)(1−T²)] (ψ′ − mTψ),

which is the equation for l+1. Suppose ψ behaves as exp(ikx) on the far left and τ exp(ikx) on the far right, with matching derivatives. There T → −1 and T → 1, so φ behaves as exp(ikx) on the left and as

τ (ik−m)/(ik+m) exp(ikx)

on the right. From Γ(z+1) = zΓ(z), the Gamma ratio obeys the same rule:

t(l+1,k)/t(l,k) = (1+l−ik)/(−l−1−ik) = (ik−m)/(ik+m).

At l = 0 the wave is exp(ikx) and t = 1. Induction covers every natural l.

The same recursion gives the phase as well as the modulus: t(N,k) is the product of (ik−n)/(ik+n) over n = 1, …, N. A code can compare this with its computed 1/A.

## The amplitude, the potential and the wave in Lean

```lean
import Mathlib

open Filter Topology
open Complex (I)

namespace SechSquaredTransmission

noncomputable section
```

The amplitude is a function of two real numbers with complex values; `I * k` is ik.

```lean
/-- The Gamma-function ratio that, for `k > 0`, is the amplitude for transmission through the well
`-l(l+1) sech² x` at wave number `k`; the ratio is meant for real `k ≠ 0`. -/
def transmissionAmplitude (l k : ℝ) : ℂ :=
  Complex.Gamma (1 + l - I * k) * Complex.Gamma (-l - I * k) /
    (Complex.Gamma (1 - I * k) * Complex.Gamma (-(I * k)))
```

Length is measured in the width of the well. For −1 < l < 0 the same expression is a low barrier.

```lean
/-- The potential `-l(l+1) sech² x`. -/
def well (l x : ℝ) : ℝ := -(l * (l + 1)) / Real.cosh x ^ 2
```

A `ReflectionlessWave` consists of a solution `ψ`, its derivative `dψ`, and the limits at both ends. The filters `atBot` and `atTop` stand for x → −∞ and x → +∞. Multiplying by exp(−ikx) turns plane-wave behaviour into an ordinary limit. The left limits leave no room for a reflected wave exp(−ikx). For k > 0 the wave is incident from the left.

```lean
/-- `ψ`, with derivative `dψ`, solves `-ψ'' - l(l+1) sech² x ψ = k² ψ`; together with its
derivative it behaves as `exp(ikx)` on the far left and as `τ exp(ikx)` on the far right. -/
structure ReflectionlessWave (l k : ℝ) (τ : ℂ) (ψ dψ : ℝ → ℂ) : Prop where
  deriv : ∀ x, HasDerivAt ψ (dψ x) x
  schrodinger : ∀ x, HasDerivAt dψ (((well l x - k ^ 2 : ℝ) : ℂ) * ψ x) x
  left : Tendsto (fun x : ℝ => ψ x * Complex.exp (-(I * k * x))) atBot (𝓝 1)
  left_deriv : Tendsto (fun x : ℝ => dψ x * Complex.exp (-(I * k * x))) atBot (𝓝 (I * k))
  right : Tendsto (fun x : ℝ => ψ x * Complex.exp (-(I * k * x))) atTop (𝓝 τ)
  right_deriv : Tendsto (fun x : ℝ => dψ x * Complex.exp (-(I * k * x))) atTop (𝓝 (I * k * τ))
```

## The squared modulus and the integer condition

The first lemma is the sine identity, obtained from real and imaginary parts.

```lean
/-- The squared modulus of the sine at `a + ib` is `sin² a + sinh² b`. -/
theorem norm_sq_sin (a b : ℝ) :
    ‖Complex.sin (a + b * I)‖ ^ 2 = Real.sin a ^ 2 + Real.sinh b ^ 2 := by
  have h : Complex.sin (a + b * I) = ((Real.sin a * Real.cosh b : ℝ) : ℂ) +
      ((Real.cos a * Real.sinh b : ℝ) : ℂ) * I := by
    rw [Complex.sin_add_mul_I]
    push_cast
    ring
  rw [h, Complex.sq_norm, Complex.normSq_add_mul_I]
  linear_combination Real.sin a ^ 2 * Real.cosh_sq b +
    Real.sinh b ^ 2 * Real.sin_sq_add_cos_sq a
```

The next supplies the nonzero denominator.

```lean
/-- For `k ≠ 0`, `sinh²(πk)` is positive. -/
theorem sinh_sq_pos {k : ℝ} (hk : k ≠ 0) : 0 < Real.sinh (Real.pi * k) ^ 2 := by
  have h : Real.sinh (Real.pi * k) ≠ 0 := fun h =>
    mul_ne_zero Real.pi_ne_zero hk (Real.sinh_eq_zero.mp h)
  positivity
```

`gamma_pair` carries out the conjugation and the reflection formula, stated as a product equal to π².

```lean
/-- For `k ≠ 0`, the reflection formula fixes the modulus of the Gamma product in the
numerator of the transmission amplitude. -/
theorem gamma_pair (l : ℝ) {k : ℝ} (hk : k ≠ 0) :
    ‖Complex.Gamma (1 + l - I * k) * Complex.Gamma (-l - I * k)‖ ^ 2 *
      (Real.sinh (Real.pi * k) ^ 2 + Real.sin (Real.pi * l) ^ 2) = Real.pi ^ 2 := by
  -- conjugation does not change the modulus of the second factor
  have hn : ‖Complex.Gamma (-l - I * k)‖ = ‖Complex.Gamma (-l + I * k)‖ := by
    have e : (-l - I * k : ℂ) = starRingEnd ℂ (-l + I * k) := by
      simp only [map_add, map_neg, map_mul, Complex.conj_ofReal, Complex.conj_I]
      ring
    rw [e, Complex.Gamma_conj, RCLike.norm_conj]
  have hs : ‖Complex.sin (Real.pi * (-l + I * k))‖ ^ 2 =
      Real.sinh (Real.pi * k) ^ 2 + Real.sin (Real.pi * l) ^ 2 := by
    have e : (Real.pi * (-l + I * k) : ℂ) =
        ((-(Real.pi * l) : ℝ) : ℂ) + ((Real.pi * k : ℝ) : ℂ) * I := by
      push_cast
      ring
    rw [e, norm_sq_sin, Real.sin_neg, neg_sq, add_comm]
  have e1 : (1 + l - I * k : ℂ) = 1 - (-l + I * k) := by ring
  have hpos := add_pos_of_pos_of_nonneg (sinh_sq_pos hk) (sq_nonneg (Real.sin (Real.pi * l)))
  rw [norm_mul, hn, mul_comm ‖_‖ ‖_‖, ← norm_mul, e1, Complex.Gamma_mul_Gamma_one_sub,
    norm_div, div_pow, hs, Complex.norm_real, Real.norm_eq_abs, sq_abs,
    div_mul_cancel₀ _ hpos.ne']
```

Using `gamma_pair` at l and at 0 gives the probability. Lean assigns the value 0 to Γ at its poles and to division by zero; the positivity clause shows that neither enters when k ≠ 0.

```lean
/-- For real `l` and `k ≠ 0`, the squared modulus of the transmission amplitude is positive
and equals `sinh²(πk) / (sinh²(πk) + sin²(πl))`. -/
theorem transmission_probability (l : ℝ) {k : ℝ} (hk : k ≠ 0) :
    0 < ‖transmissionAmplitude l k‖ ^ 2 ∧ ‖transmissionAmplitude l k‖ ^ 2 =
      Real.sinh (Real.pi * k) ^ 2 /
        (Real.sinh (Real.pi * k) ^ 2 + Real.sin (Real.pi * l) ^ 2) := by
  have hA := gamma_pair l hk
  -- the denominator is the same product at `l = 0`
  have hB := gamma_pair 0 hk
  simp only [Complex.ofReal_zero, add_zero, neg_zero, zero_sub, mul_zero, Real.sin_zero,
    ne_eq, OfNat.ofNat_ne_zero, not_false_eq_true, zero_pow] at hB
  have hs := sinh_sq_pos hk
  have hpos := add_pos_of_pos_of_nonneg hs (sq_nonneg (Real.sin (Real.pi * l)))
  have hY : ‖Complex.Gamma (1 - I * k) * Complex.Gamma (-(I * k))‖ ^ 2 ≠ 0 := by
    intro h
    rw [h, zero_mul] at hB
    exact pow_ne_zero 2 Real.pi_ne_zero hB.symm
  have key : ‖transmissionAmplitude l k‖ ^ 2 = Real.sinh (Real.pi * k) ^ 2 /
      (Real.sinh (Real.pi * k) ^ 2 + Real.sin (Real.pi * l) ^ 2) := by
    unfold transmissionAmplitude
    rw [norm_div, div_pow, div_eq_div_iff hY hpos.ne', hA, ← hB, mul_comm]
  exact ⟨key ▸ div_pos hs hpos, key⟩
```

The equivalence holds at each fixed k ≠ 0, so unit modulus at a single such k already forces l to be an integer.

```lean
/-- At any `k ≠ 0`, the transmission probability is one exactly when `l` is an integer. -/
theorem perfect_transmission_iff (l : ℝ) {k : ℝ} (hk : k ≠ 0) :
    ‖transmissionAmplitude l k‖ ^ 2 = 1 ↔ ∃ n : ℤ, l = n := by
  have hpos := add_pos_of_pos_of_nonneg (sinh_sq_pos hk) (sq_nonneg (Real.sin (Real.pi * l)))
  rw [(transmission_probability l hk).2, div_eq_iff hpos.ne', one_mul]
  constructor
  · intro h
    have h2 : Real.sin (Real.pi * l) ^ 2 = 0 := by linarith
    obtain ⟨n, hn⟩ := Real.sin_eq_zero_iff.mp ((pow_eq_zero_iff two_ne_zero).mp h2)
    exact ⟨n, mul_left_cancel₀ Real.pi_ne_zero (by linarith)⟩
  · rintro ⟨n, rfl⟩
    have h : Real.sin (Real.pi * n) = 0 := by
      rw [mul_comm]
      exact Real.sin_int_mul_pi n
    rw [h]
    ring
```

## The recursion and the waves

`amplitude_ratio` applies Γ(z+1) = zΓ(z) once to each factor of the numerator.

```lean
/-- For `k ≠ 0`, raising `l` by one multiplies the transmission amplitude by
`(ik - (l+1)) / (ik + (l+1))`. -/
theorem amplitude_ratio (l : ℝ) {k : ℝ} (hk : k ≠ 0) :
    transmissionAmplitude (l + 1) k / transmissionAmplitude l k =
      (I * k - (l + 1)) / (I * k + (l + 1)) := by
  have hne : transmissionAmplitude l k ≠ 0 := by
    intro h
    have := (transmission_probability l hk).1
    simp [h] at this
  have hd : I * k + ((l : ℂ) + 1) ≠ 0 := fun h => hk (by simpa using congrArg Complex.im h)
  have n1 : (1 + l - I * k : ℂ) ≠ 0 := fun h => hk (by simpa using congrArg Complex.im h)
  have n2 : (-((l + 1 : ℝ) : ℂ) - I * k) ≠ 0 := fun h =>
    hk (by simpa using congrArg Complex.im h)
  have h1 := Complex.Gamma_add_one _ n1
  have h2 := Complex.Gamma_add_one _ n2
  rw [show (1 + l - I * k + 1 : ℂ) = 1 + ((l + 1 : ℝ) : ℂ) - I * k by push_cast; ring] at h1
  rw [show (-((l + 1 : ℝ) : ℂ) - I * k + 1) = -l - I * k by push_cast; ring] at h2
  have key : (I * k - (l + 1)) / (I * k + (l + 1)) * (-((l + 1 : ℝ) : ℂ) - I * k) =
      1 + l - I * k := by
    rw [div_mul_eq_mul_div, div_eq_iff hd]
    push_cast
    ring
  rw [div_eq_iff hne]
  unfold transmissionAmplitude
  rw [h1, h2]
  generalize Complex.Gamma (1 + l - I * k) = G
  rw [← key]
  ring
```

Three facts about tanh follow: its derivative, the potential written through it, and its limits, the right-hand one by squeezing tanh x between 1−exp(−x) and 1.

```lean
/-- The derivative of `tanh` is `1 - tanh²`. -/
theorem hasDerivAt_tanh (x : ℝ) : HasDerivAt Real.tanh (1 - Real.tanh x ^ 2) x := by
  have hc := pow_ne_zero 2 (Real.cosh_pos x).ne'
  have h := (Real.hasDerivAt_sinh x).fun_div (Real.hasDerivAt_cosh x) (Real.cosh_pos x).ne'
  rw [show Real.tanh = fun y => Real.sinh y / Real.cosh y from
    funext Real.tanh_eq_sinh_div_cosh]
  refine h.congr_deriv ?_
  rw [div_pow, div_eq_iff hc, sub_mul, div_mul_cancel₀ _ hc]
  ring

/-- The well written through `tanh`: `-l(l+1)(1 - tanh² x)`. -/
theorem well_eq (l x : ℝ) : well l x = -(l * (l + 1)) * (1 - Real.tanh x ^ 2) := by
  have hc := pow_ne_zero 2 (Real.cosh_pos x).ne'
  rw [well, Real.tanh_eq_sinh_div_cosh, div_pow, div_eq_iff hc, mul_assoc, sub_mul,
    div_mul_cancel₀ _ hc, Real.cosh_sq]
  ring

/-- `tanh x` tends to `1` on the far right and to `-1` on the far left. -/
theorem tendsto_tanh : Tendsto (fun x : ℝ => ((Real.tanh x : ℝ) : ℂ)) atTop (𝓝 1) ∧
    Tendsto (fun x : ℝ => ((Real.tanh x : ℝ) : ℂ)) atBot (𝓝 (-1)) := by
  have h0 : Tendsto (fun x : ℝ => 1 - Real.exp (-x)) atTop (𝓝 1) := by
    simpa using Real.tendsto_exp_neg_atTop_nhds_zero.const_sub 1
  have ht : Tendsto Real.tanh atTop (𝓝 1) := by
    refine tendsto_of_tendsto_of_tendsto_of_le_of_le h0 tendsto_const_nhds
      (fun x => ?_) (fun x => ?_)
    · show 1 - Real.exp (-x) ≤ Real.tanh x
      rw [Real.tanh_eq_sinh_div_cosh, le_div_iff₀ (Real.cosh_pos x)]
      nlinarith [Real.cosh_sub_sinh x,
        mul_nonneg (Real.exp_pos (-x)).le (sub_nonneg.2 (Real.one_le_cosh x))]
    · show Real.tanh x ≤ 1
      rw [Real.tanh_eq_sinh_div_cosh, div_le_one (Real.cosh_pos x)]
      linarith [Real.cosh_sub_sinh x, Real.exp_pos (-x)]
  have hb : Tendsto Real.tanh atBot (𝓝 (-1)) :=
    (ht.comp tendsto_neg_atBot_atTop).neg.congr fun x => by simp [Real.tanh_neg]
  have h1 := (Complex.continuous_ofReal.tendsto 1).comp ht
  have h2 := (Complex.continuous_ofReal.tendsto (-1)).comp hb
  rw [Complex.ofReal_one] at h1
  rw [Complex.ofReal_neg, Complex.ofReal_one] at h2
  exact ⟨h1, h2⟩
```

In `ladder`, the auxiliary statement `lim` treats both ends together, with tanh x → s and s² = 1. The last two bullets verify the formulas for φ′ and φ″.

```lean
/-- For `k ≠ 0`, the ladder operator `d/dx - (l+1) tanh x`, divided by `ik + (l+1)`, turns a
reflectionless wave for `l` into one for `l+1`, with `τ` multiplied by
`(ik - (l+1)) / (ik + (l+1))`. -/
theorem ladder {l k : ℝ} {τ : ℂ} {ψ dψ : ℝ → ℂ} (hk : k ≠ 0)
    (h : ReflectionlessWave l k τ ψ dψ) :
    ∃ dφ, ReflectionlessWave (l + 1) k ((I * k - (l + 1)) / (I * k + (l + 1)) * τ)
      (fun x => (dψ x - (l + 1) * (Real.tanh x : ℝ) * ψ x) / (I * k + (l + 1))) dφ := by
  have hd : I * k + ((l : ℂ) + 1) ≠ 0 := fun h => hk (by simpa using congrArg Complex.im h)
  have hT := fun x => (hasDerivAt_tanh x).ofReal_comp
  -- both ends at once: `tanh → s` with `s² = 1`
  have lim : ∀ (F : Filter ℝ) (s A : ℂ), s * s = 1 →
      Tendsto (fun x : ℝ => ((Real.tanh x : ℝ) : ℂ)) F (𝓝 s) →
      Tendsto (fun x : ℝ => ψ x * Complex.exp (-(I * k * x))) F (𝓝 A) →
      Tendsto (fun x : ℝ => dψ x * Complex.exp (-(I * k * x))) F (𝓝 (I * k * A)) →
      Tendsto (fun x : ℝ => (dψ x - (l + 1) * (Real.tanh x : ℝ) * ψ x) / (I * k + (l + 1)) *
        Complex.exp (-(I * k * x))) F (𝓝 ((I * k - (l + 1) * s) / (I * k + (l + 1)) * A)) ∧
      Tendsto (fun x : ℝ => -((l + 1) * (Real.tanh x : ℝ) * dψ x + ((k : ℂ) ^ 2 + (l + 1) ^ 2 *
        (1 - (Real.tanh x : ℝ) * (Real.tanh x : ℝ))) * ψ x) / (I * k + (l + 1)) *
        Complex.exp (-(I * k * x))) F
        (𝓝 (I * k * ((I * k - (l + 1) * s) / (I * k + (l + 1)) * A))) := by
    intro F s A hs ht h0 h1
    have a1 := (h1.sub ((ht.const_mul ((l : ℂ) + 1)).mul h0)).div_const (I * k + (l + 1))
    have a2 := (((ht.const_mul ((l : ℂ) + 1)).mul h1).add
      (((((ht.mul ht).const_sub 1).const_mul (((l : ℂ) + 1) ^ 2)).const_add
        ((k : ℂ) ^ 2)).mul h0)).neg.div_const (I * k + (l + 1))
    constructor
    · rw [show (I * k - (l + 1) * s) / (I * k + (l + 1)) * A =
        (I * k * A - (l + 1) * s * A) / (I * k + (l + 1)) by ring]
      exact a1.congr fun x => by ring
    · rw [show I * k * ((I * k - (l + 1) * s) / (I * k + (l + 1)) * A) =
        -((l + 1) * s * (I * k * A) + ((k : ℂ) ^ 2 + (l + 1) ^ 2 * (1 - s * s)) * A) /
          (I * k + (l + 1)) by
        linear_combination ((k : ℂ) ^ 2 * A / (I * k + (l + 1))) * Complex.I_sq -
          (((l : ℂ) + 1) ^ 2 * A / (I * k + (l + 1))) * hs]
      exact a2.congr fun x => by ring
  obtain ⟨r0, r1⟩ := lim atTop 1 τ (by ring) tendsto_tanh.1 h.right h.right_deriv
  obtain ⟨l0, l1⟩ := lim atBot (-1) 1 (by ring) tendsto_tanh.2 h.left
    (by rw [mul_one]; exact h.left_deriv)
  have e : (I * k - ((l : ℂ) + 1) * (-1)) / (I * k + (l + 1)) * 1 = 1 := by
    rw [mul_one, mul_neg_one, sub_neg_eq_add, div_self hd]
  rw [e] at l0 l1
  rw [mul_one] at r0 r1 l1
  refine ⟨_, ⟨fun x => ?_, fun x => ?_, l0, l1, r0, r1⟩⟩
  · refine HasDerivAt.congr_deriv (((h.schrodinger x).fun_sub
      (((hT x).const_mul ((l : ℂ) + 1)).fun_mul (h.deriv x))).div_const _) ?_
    rw [well_eq]
    push_cast
    ring
  · refine HasDerivAt.congr_deriv (((((hT x).const_mul ((l : ℂ) + 1)).fun_mul
      (h.schrodinger x)).fun_add ((((((hT x).fun_mul (hT x)).const_sub 1).const_mul
        (((l : ℂ) + 1) ^ 2)).const_add ((k : ℂ) ^ 2)).fun_mul (h.deriv x))).fun_neg.div_const _) ?_
    simp only [well_eq]
    push_cast
    ring
```

The final theorem starts from the plane wave and applies `ladder` at each step, with `amplitude_ratio` identifying the new τ. It gives existence for natural `N`; for non-integer l, no theorem here ties the Gamma ratio to a wave.

```lean
/-- For every natural `N` and `k ≠ 0`, the well `-N(N+1) sech² x` has a reflectionless wave with
amplitude one on the far left and the Gamma-function ratio on the far right. -/
theorem exists_reflectionlessWave (N : ℕ) {k : ℝ} (hk : k ≠ 0) :
    ∃ ψ dψ, ReflectionlessWave N k (transmissionAmplitude N k) ψ dψ := by
  have hne : ∀ l : ℝ, transmissionAmplitude l k ≠ 0 := by
    intro l h
    have := (transmission_probability l hk).1
    simp [h] at this
  induction N with
  | zero =>
    -- the free plane wave
    have h0 : transmissionAmplitude 0 k = 1 := by
      have h := hne 0
      unfold transmissionAmplitude at h ⊢
      simp only [Complex.ofReal_zero, add_zero, neg_zero, zero_sub] at h ⊢
      exact div_self fun h' => h (by rw [h', div_zero])
    have hE : ∀ x : ℝ, HasDerivAt (fun y : ℝ => Complex.exp (I * k * y))
        (I * k * Complex.exp (I * k * x)) x := by
      intro x
      have hl : HasDerivAt (fun y : ℝ => I * k * (y : ℂ)) (I * k) x := by
        simpa using ((hasDerivAt_id x).ofReal_comp).const_mul (I * k)
      exact hl.cexp.congr_deriv (by ring)
    have hc : ∀ x : ℝ, Complex.exp (I * k * x) * Complex.exp (-(I * k * x)) = 1 := by
      intro x
      rw [← Complex.exp_add, add_neg_cancel, Complex.exp_zero]
    have t0 : ∀ F : Filter ℝ, Tendsto (fun x : ℝ => Complex.exp (I * k * x) *
        Complex.exp (-(I * k * x))) F (𝓝 1) := fun F =>
      tendsto_const_nhds.congr fun x => (hc x).symm
    have t1 : ∀ F : Filter ℝ, Tendsto (fun x : ℝ => I * k * Complex.exp (I * k * x) *
        Complex.exp (-(I * k * x))) F (𝓝 (I * k)) := fun F =>
      tendsto_const_nhds.congr fun x => by rw [mul_assoc (I * (k : ℂ)), hc, mul_one]
    rw [Nat.cast_zero, h0]
    refine ⟨_, _, ⟨hE, fun x => ?_, t0 _, t1 _, t0 _, by rw [mul_one]; exact t1 _⟩⟩
    refine ((hE x).const_mul (I * k)).congr_deriv ?_
    rw [well_eq]
    push_cast
    linear_combination ((k : ℂ) ^ 2 * Complex.exp (I * k * x)) * Complex.I_sq
  | succ n ih =>
    obtain ⟨ψ, dψ, h⟩ := ih
    obtain ⟨dφ, hφ⟩ := ladder hk h
    have e := (div_eq_iff (hne n)).1 (amplitude_ratio n hk)
    rw [Nat.cast_add, Nat.cast_one, e]
    exact ⟨_, dφ, hφ⟩

end

end SechSquaredTransmission
```

```lean
#print axioms SechSquaredTransmission.perfect_transmission_iff
#print axioms SechSquaredTransmission.exists_reflectionlessWave
```

```
'SechSquaredTransmission.perfect_transmission_iff' depends on axioms: [propext, Classical.choice, Quot.sound]
'SechSquaredTransmission.exists_reflectionlessWave' depends on axioms: [propext, Classical.choice, Quot.sound]
```
